# For a < 0 and b ≥ 2, the logarithmic uniform-gas correlation energy has a positive kinetic part

Let the correlation energy per electron of the uniform gas at Wigner–Seitz radius $r$, measured in bohr, be modelled by
$$e(r)=a\ln\!\left(1+\frac br+\frac b{r^2}\right),\qquad a<0,\quad b\ge 2.$$
Then the kinetic correlation energy per electron,
$$t(r)=\left.\frac{d}{d\gamma}e(r/\gamma)\right|_{\gamma=1}-e(r)=-\frac{d}{dr}\bigl[r\,e(r)\bigr],$$
is strictly positive for every $r>0$, and $e(r/\gamma)>\gamma\,e(r)$ for every $\gamma>1$. Among positive $b$, the condition $b\ge2$ is also necessary for positivity at all radii.

## Splitting and refitting a local correlation energy

A code can split a local-density correlation energy into kinetic and potential parts by evaluating $t(r)$ at each grid point, with $r$ the Wigner–Seitz radius of the local density. For this two-parameter form with $a<0$ and $b\ge2$, a negative value at $r>0$ signals an error in the implementation or in rounding. A routine that refits $b$ at a fixed $a<0$ can enforce $t>0$ at all radii by the single constraint $b\ge2$.

## The sign from one derivative

Uniform coordinate scaling, $n(\mathbf y)\to\gamma^3 n(\gamma\mathbf y)$, multiplies a uniform density by $\gamma^3$ and so sends $r$ to $r/\gamma$. The chain rule gives $t=-r e'-e=-(re)'$. Put $x=1/r$, $P=1+bx+bx^2$ and $N=bx+2bx^2$. Since $-r e'(r)=aN/P$,
$$t=-a\,h(x),\qquad h(x)=\ln P-\frac NP,\qquad h(0)=0.$$
With $P'=b+2bx$ and $N'=b+4bx$,
$$h'=\frac{(P'-N')P+NP'}{P^2}=\frac{-2bxP+b^2x(1+2x)^2}{P^2}=\frac{bx\,(b-2+2bx+2bx^2)}{P^2}.$$

If $b\ge2$, then $h'>0$ for $x>0$. Hence $h(x)>0$, and $t>0$ because $-a>0$.

If $0<b<2$, take $0<x<(2-b)/(4(b+1))$. Then $x<1$, so $2bx+2bx^2<4bx<2-b$ and $h'<0$. Thus $t(r)<0$ for every $r>4(b+1)/(2-b)$.

For the scaling inequality with $b\ge2$, $t>0$ makes $s\,e(s)$ strictly decreasing. Since $r/\gamma<r$, we have $(r/\gamma)e(r/\gamma)>r e(r)$; multiplying by $\gamma/r$ gives the claim.

## Values at b = 2 and b = 1

Take $a=-1$, so that $t=h$.

- For $b=2$, $r=1$: $P=5$, $N=6$ and $t=\ln5-6/5\approx0.409$. With $\gamma=2$, $e(1/2)=-\ln13\approx-2.565$ lies above $2e(1)=-2\ln5\approx-3.219$.
- For $b=1$, the bound $4(b+1)/(2-b)$ equals $8$. It guarantees $t<0$ beyond it but is not the radius where the sign changes: at $r=2$, $t=\ln1.75-1/1.75\approx-0.012$ is already negative. At $r=10$, $P=1.11$, $N=0.12$ and $t=\ln1.11-0.12/1.11\approx-0.0037$.

## The Lean file

```lean
import Mathlib

open Set

namespace UniformScalingCorrelation

noncomputable section

/-- The correlation energy per electron of the uniform gas as a function of the
Wigner-Seitz radius `r`, in the logarithmic form with parameters `a` and `b`. -/
def gasCorr (a b r : ℝ) : ℝ := a * Real.log (1 + b / r + b / r ^ 2)

/-- The kinetic correlation energy per electron: the derivative of the correlation energy
under uniform scaling `r ↦ r / γ` at `γ = 1`, minus the correlation energy itself. -/
def kineticCorr (e : ℝ → ℝ) (r : ℝ) : ℝ := deriv (fun γ : ℝ => e (r / γ)) 1 - e r

/-- The dimensionless kinetic correlation energy as a function of the inverse radius `x`. -/
def profile (b x : ℝ) : ℝ :=
  Real.log (1 + b * x + b * x ^ 2) - (b * x + 2 * b * x ^ 2) / (1 + b * x + b * x ^ 2)

/-- For any differentiable correlation energy per electron, the kinetic part is minus the
derivative of `r e(r)`. -/
theorem kineticCorr_eq_neg_deriv {e : ℝ → ℝ} {r : ℝ} (he : DifferentiableAt ℝ e r) :
    kineticCorr e r = -deriv (fun s => s * e s) r := by
  have h1 : HasDerivAt (fun γ : ℝ => r / γ) (-r) 1 := by
    have h := (hasDerivAt_const (1 : ℝ) r).fun_div (hasDerivAt_id' (1 : ℝ)) one_ne_zero
    exact h.congr_deriv (by norm_num)
  have he1 : HasDerivAt e (deriv e r) ((fun γ : ℝ => r / γ) 1) := by
    simpa using he.hasDerivAt
  -- chain rule for the scaled energy
  have h2 : HasDerivAt (fun γ : ℝ => e (r / γ)) (deriv e r * -r) 1 :=
    he1.comp (1 : ℝ) h1
  have h3 : HasDerivAt (fun s => s * e s) (1 * e r + r * deriv e r) r :=
    (hasDerivAt_id' r).fun_mul he.hasDerivAt
  unfold kineticCorr
  rw [h2.deriv, h3.deriv]
  ring

/-- The radial derivative of the uniform-gas correlation energy per electron. -/
theorem hasDerivAt_gasCorr (a : ℝ) {b r : ℝ} (hb : 0 < b) (hr : 0 < r) :
    HasDerivAt (gasCorr a b) (-a * (b * r + 2 * b) / (r * (r ^ 2 + b * r + b))) r := by
  have hp : HasDerivAt (fun s : ℝ => s ^ 2) (2 * r) r := by
    simpa using hasDerivAt_pow 2 r
  have h1 := (hasDerivAt_const r b).fun_div (hasDerivAt_id' r) hr.ne'
  have h2 := (hasDerivAt_const r b).fun_div hp (pow_ne_zero 2 hr.ne')
  have h : HasDerivAt (fun s : ℝ => 1 + b / s + b / s ^ 2)
      (-(b * r + 2 * b) / r ^ 3) r := by
    refine ((h1.const_add 1).fun_add h2).congr_deriv ?_
    field_simp
    ring
  have hpos : 0 < 1 + b / r + b / r ^ 2 := by positivity
  have hQ : r ^ 2 + b * r + b ≠ 0 := by positivity
  have hq : 1 + b / r + b / r ^ 2 = (r ^ 2 + b * r + b) / r ^ 2 := by
    field_simp
  refine ((h.log hpos.ne').const_mul a).congr_deriv ?_
  rw [hq]
  field_simp

/-- The kinetic correlation energy per electron of the uniform gas is `-a` times the
dimensionless profile at inverse radius `1 / r`. -/
theorem kineticCorr_gasCorr (a : ℝ) {b r : ℝ} (hb : 0 < b) (hr : 0 < r) :
    kineticCorr (gasCorr a b) r = -a * profile b (1 / r) := by
  have h := hasDerivAt_gasCorr a hb hr
  have hQ : r ^ 2 + b * r + b ≠ 0 := by positivity
  rw [kineticCorr_eq_neg_deriv h.differentiableAt, ((hasDerivAt_id' r).fun_mul h).deriv]
  have e1 : 1 + b * (1 / r) + b * (1 / r) ^ 2 = 1 + b / r + b / r ^ 2 := by ring
  have hq : 1 + b / r + b / r ^ 2 = (r ^ 2 + b * r + b) / r ^ 2 := by
    field_simp
  have e2 : (b * (1 / r) + 2 * b * (1 / r) ^ 2) / (1 + b / r + b / r ^ 2)
      = (b * r + 2 * b) / (r ^ 2 + b * r + b) := by
    rw [hq]
    field_simp
  have e3 : r * (-a * (b * r + 2 * b) / (r * (r ^ 2 + b * r + b)))
      = -a * ((b * r + 2 * b) / (r ^ 2 + b * r + b)) := by
    field_simp
  unfold profile gasCorr
  rw [e1, e2, e3]
  ring

/-- The derivative of the dimensionless profile with respect to the inverse radius. -/
theorem hasDerivAt_profile {b x : ℝ} (hb : 0 < b) (hx : 0 ≤ x) :
    HasDerivAt (profile b) (x * (b * (b - 2 + 2 * b * x + 2 * b * x ^ 2)) /
      (1 + b * x + b * x ^ 2) ^ 2) x := by
  have hp : HasDerivAt (fun s : ℝ => s ^ 2) (2 * x) x := by
    simpa using hasDerivAt_pow 2 x
  have hP : HasDerivAt (fun y : ℝ => 1 + b * y + b * y ^ 2) (b + 2 * b * x) x :=
    ((((hasDerivAt_id' x).const_mul b).const_add 1).fun_add
      (hp.const_mul b)).congr_deriv (by ring)
  have hN : HasDerivAt (fun y : ℝ => b * y + 2 * b * y ^ 2) (b + 4 * b * x) x :=
    (((hasDerivAt_id' x).const_mul b).fun_add
      (hp.const_mul (2 * b))).congr_deriv (by ring)
  have h0 : 1 + b * x + b * x ^ 2 ≠ 0 := by positivity
  refine ((hP.log h0).fun_sub (hN.fun_div hP h0)).congr_deriv ?_
  field_simp
  ring

/-- For `a < 0` and `b ≥ 2` the kinetic correlation energy per electron, which equals minus
the derivative of `r e(r)`, is strictly positive at every radius. -/
theorem kineticCorr_pos {a b r : ℝ} (ha : a < 0) (hb : 2 ≤ b) (hr : 0 < r) :
    kineticCorr (gasCorr a b) r = -deriv (fun s => s * gasCorr a b s) r ∧
      0 < kineticCorr (gasCorr a b) r := by
  have hb0 : 0 < b := by linarith
  refine ⟨kineticCorr_eq_neg_deriv (hasDerivAt_gasCorr a hb0 hr).differentiableAt, ?_⟩
  -- the profile vanishes at zero inverse radius and increases from there
  have hmono : StrictMonoOn (profile b) (Ici 0) := by
    refine strictMonoOn_of_deriv_pos (convex_Ici 0)
      (fun y hy => (hasDerivAt_profile hb0 hy).continuousAt.continuousWithinAt) ?_
    intro y hy
    rw [interior_Ici] at hy
    have hy0 : 0 < y := hy
    rw [(hasDerivAt_profile hb0 hy0.le).deriv]
    have h1 : 0 < 2 * b * y := by positivity
    have h2 : 0 < 2 * b * y ^ 2 := by positivity
    have h3 : 0 < b - 2 + 2 * b * y + 2 * b * y ^ 2 := by linarith
    positivity
  have hx : 0 < 1 / r := by positivity
  have h := hmono (mem_Ici.mpr le_rfl) (mem_Ici.mpr hx.le) hx
  have h0 : profile b 0 = 0 := by simp [profile]
  rw [h0] at h
  rw [kineticCorr_gasCorr a hb0 hr]
  exact mul_pos (neg_pos.mpr ha) h

/-- For `a < 0` and `0 < b < 2` the kinetic correlation energy per electron is strictly
negative at all radii beyond `4 (b + 1) / (2 - b)`. -/
theorem kineticCorr_neg {a b r : ℝ} (ha : a < 0) (hb : 0 < b) (hb2 : b < 2)
    (hr : 4 * (b + 1) / (2 - b) < r) : kineticCorr (gasCorr a b) r < 0 := by
  have hd : 0 < 2 - b := by linarith
  have hr0 : 0 < r := lt_trans (by positivity) hr
  have hx : 0 < 1 / r := by positivity
  have hsmall : 1 / r * (4 * (b + 1)) < 2 - b := by
    have h1 : 1 / r * (4 * (b + 1)) = 4 * (b + 1) / r := by ring
    rw [div_lt_iff₀ hd] at hr
    rw [h1, div_lt_iff₀ hr0]
    linarith
  -- near zero inverse radius the profile decreases
  have hanti : StrictAntiOn (profile b) (Icc 0 (1 / r)) := by
    refine strictAntiOn_of_deriv_neg (convex_Icc 0 (1 / r))
      (fun y hy => (hasDerivAt_profile hb hy.1).continuousAt.continuousWithinAt) ?_
    intro y hy
    rw [interior_Icc] at hy
    obtain ⟨hy0, hy1⟩ := hy
    rw [(hasDerivAt_profile hb hy0.le).deriv]
    have h1 : y * (4 * (b + 1)) < 2 - b :=
      lt_trans (mul_lt_mul_of_pos_right hy1 (by positivity)) hsmall
    have hby : 0 < b * y := mul_pos hb hy0
    have hy2 : y < 1 := by linarith
    have h2 : b * y * y < b * y * 1 := mul_lt_mul_of_pos_left hy2 hby
    have h3 : b - 2 + 2 * b * y + 2 * b * y ^ 2 < 0 := by linarith
    exact div_neg_of_neg_of_pos
      (mul_neg_of_pos_of_neg hy0 (mul_neg_of_pos_of_neg hb h3)) (by positivity)
  have h := hanti (left_mem_Icc.mpr hx.le) (right_mem_Icc.mpr hx.le) hx
  have h0 : profile b 0 = 0 := by simp [profile]
  rw [h0] at h
  rw [kineticCorr_gasCorr a hb hr0]
  exact mul_neg_of_pos_of_neg (neg_pos.mpr ha) h

/-- For `a < 0` and `b > 0`, the kinetic correlation energy per electron is positive at
every radius exactly when `b ≥ 2`. -/
theorem kineticCorr_pos_iff {a b : ℝ} (ha : a < 0) (hb : 0 < b) :
    (∀ r, 0 < r → 0 < kineticCorr (gasCorr a b) r) ↔ 2 ≤ b := by
  refine ⟨fun h => ?_, fun h r hr => (kineticCorr_pos ha h hr).2⟩
  by_contra hlt
  have hb2 : b < 2 := lt_of_not_ge hlt
  have hd : 0 < 2 - b := by linarith
  have hneg := kineticCorr_neg ha hb hb2 (lt_add_one (4 * (b + 1) / (2 - b)))
  have hpos := h (4 * (b + 1) / (2 - b) + 1) (by positivity)
  linarith

/-- For `a < 0` and `b ≥ 2`, compressing the gas by a scale factor `γ > 1` gives a
correlation energy per electron strictly above `γ` times the original one. -/
theorem scaling_inequality {a b r γ : ℝ} (ha : a < 0) (hb : 2 ≤ b) (hr : 0 < r)
    (hγ : 1 < γ) : γ * gasCorr a b r < gasCorr a b (r / γ) := by
  have hb0 : 0 < b := by linarith
  have hγ0 : 0 < γ := by linarith
  -- positivity of the kinetic part makes `r e(r)` strictly decreasing
  have hanti : StrictAntiOn (fun s => s * gasCorr a b s) (Ioi 0) := by
    refine strictAntiOn_of_deriv_neg (convex_Ioi 0) (fun y hy =>
      ((hasDerivAt_id' y).fun_mul
        (hasDerivAt_gasCorr a hb0 hy)).continuousAt.continuousWithinAt) ?_
    intro y hy
    rw [interior_Ioi] at hy
    obtain ⟨h1, h2⟩ := kineticCorr_pos ha hb hy
    linarith
  have hs : 0 < r / γ := by positivity
  have h : r * gasCorr a b r < r / γ * gasCorr a b (r / γ) :=
    hanti (mem_Ioi.mpr hs) (mem_Ioi.mpr hr) (div_lt_self hr hγ)
  have h1 : r * gasCorr a b r = r / γ * (γ * gasCorr a b r) := by
    rw [← mul_assoc, div_mul_cancel₀ r hγ0.ne']
  rw [h1] at h
  exact lt_of_mul_lt_mul_left h hs.le

end

end UniformScalingCorrelation
```

```lean
#print axioms UniformScalingCorrelation.kineticCorr_gasCorr
-- 'UniformScalingCorrelation.kineticCorr_gasCorr' depends on axioms: [propext, Classical.choice, Quot.sound]
#print axioms UniformScalingCorrelation.kineticCorr_pos_iff
-- 'UniformScalingCorrelation.kineticCorr_pos_iff' depends on axioms: [propext, Classical.choice, Quot.sound]
#print axioms UniformScalingCorrelation.scaling_inequality
-- 'UniformScalingCorrelation.scaling_inequality' depends on axioms: [propext, Classical.choice, Quot.sound]
```

## How the theorems match the derivation

`gasCorr a b r` is $e(r)$, `kineticCorr e r` is $t(r)$ in its scaling form, and `profile b x` is $h(x)$. All quantities are real numbers: `r` stands for the numerical value of the radius in bohr, and the energies are in the unit of `a`.

`kineticCorr_eq_neg_deriv` proves $t=-(re)'$ for any $e$ differentiable at $r$, by the chain and product rules. `hasDerivAt_gasCorr` supplies $e'$, and `kineticCorr_gasCorr` turns $t$ into $-a\,h(1/r)$. `hasDerivAt_profile` computes $h'$.

`kineticCorr_pos` states both the identity and the strict sign. Its proof uses `strictMonoOn_of_deriv_pos` on $[0,\infty)$ and compares $h(1/r)$ with $h(0)=0$. `kineticCorr_neg` does the reverse on $[0,1/r]$. `kineticCorr_pos_iff` combines them, testing a failing $b$ at the radius $4(b+1)/(2-b)+1$. `scaling_inequality` applies the same monotonicity method to $s\,e(s)$.

## Exact signs for the model, not for floating-point output

The theorems fix the sign of $t$ for real arithmetic and this functional form. At large $r$ the two terms of $h$ nearly cancel, so a floating-point evaluation can still return the wrong sign; computing the logarithm with `log1p` reduces the loss.

The scaling relation that defines $t$ is taken as a definition. It stands for the kinetic energy of the interacting system minus that of the non-interacting system at the same density, and is not derived here from many-electron wavefunctions. The condition $a<0$ expresses that correlation lowers the energy. The file treats neither $b\le0$, nor spin polarisation, nor integration over an inhomogeneous density, and it does not address how accurately the form represents the electron gas.
